# Convergent linear mixing with early error growth: a two-component example

**Q.** A test SCF run uses preconditioned linear mixing, and the converged density is already known from an earlier run. I follow one component of the density error. It rises nine steps in a row, to almost four times the size of the initial error. I would stop that run as divergent. You say a formal theorem speaks against this, and I doubt that the theorem is about SCF at all.

**A.** It speaks against the inference, in a linearised model with two density components. Let $\rho^*$ be the self-consistent density. Near it, the residual (output density minus input density) is $-\varepsilon(\rho-\rho^*)$ for some matrix $\varepsilon$. With a preconditioner $P$, one mixing step is
$$\rho \mapsto \rho - P\varepsilon(\rho-\rho^*).$$
Subtracting $\rho^*$ shows that the error $e=\rho-\rho^*$ is multiplied by $1-P\varepsilon$. After $k$ steps it is therefore $e^{(k)}=(1-P\varepsilon)^k e^{(0)}$. Now suppose that
$$1-P\varepsilon = A = \begin{pmatrix} r & 1\\ 0 & r\end{pmatrix},\qquad 0<r<1.$$
I number the components 0 and 1, as Lean does, so the first component is $e_0$. Each step keeps a fraction $r$ of the error in each component and also feeds the error of component 1 into component 0. Read the two components as amplitudes of two density changes that each integrate to zero, so that the number of electrons stays fixed. The coupling stands for a preconditioner that does not treat these two modes separately.

**Q.** Both eigenvalues equal $r<1$. Where does growth come from?

**A.** From the coupling. Start from $e^{(0)}=(0,1)$. Component 1 obeys $e_1^{(k+1)}=r\,e_1^{(k)}$, so $e_1^{(k)}=r^k$. Component 0 obeys
$$e_0^{(k+1)} = r\,e_0^{(k)} + r^k .$$
If $e_0^{(k)}=k r^{k-1}$, the right-hand side is $k r^k+r^k=(k+1)r^k$, which is the same formula one step later. At $k=0$ the prefactor makes it zero, as it should be. For $k\ge 1$ the increment is
$$(k+1)r^k-kr^{k-1}=r^{k-1}\bigl(r-k(1-r)\bigr).$$
The factor $r^{k-1}$ is positive, so the component grows exactly when $k(1-r)<r$, that is, when $k<r/(1-r)$. At $k=0$ it goes from $0$ to $1$, and the condition $0<r/(1-r)$ holds as well.

For $r=0.9$ the threshold is $9$. The component rises in the steps from $k=0$ through $k=8$, reaches $9\cdot 0.9^8\approx 3.87$, keeps that value for one step, and then falls. The model thus reproduces the nine rises and the factor of almost four that you describe.

**Q.** And it really goes to zero?

**A.** For $k\ge1$ the ratio of successive terms is $(1+1/k)\,r$, which tends to $r<1$. Choose $q$ between $r$ and $1$. From some step on, each term is at most $q$ times the one before, so the sequence tends to zero. For a general initial error $(a,b)$ the same matrix powers give
$$e^{(k)}=(r^k a+k r^{k-1}b,\; r^k b),$$
and both components vanish in the limit. Convergence therefore holds from every starting density.

**Q.** Now the formal side. I suspect that the file defines "error after $k$ steps" as a matrix power, so that the iteration never appears.

**A.** The iteration is defined on densities.

```lean
import Mathlib

open Matrix Filter Topology

namespace TransientMixingGrowth

noncomputable section

/-- One preconditioned linear mixing step for the density `x`, with preconditioner `P`,
linearised residual matrix `eps` and self-consistent density `xs`. -/
def mixStep {n : Type*} [Fintype n] (P eps : Matrix n n ℝ) (xs x : n → ℝ) : n → ℝ :=
  x - P *ᵥ (eps *ᵥ (x - xs))
```

Here `x` is the current density, `xs` is $\rho^*$, and `eps` is $\varepsilon$. A density is a real vector over a finite index type `n`, which may label grid points or basis coefficients. The symbol `*ᵥ` applies a matrix to a vector. The special matrix $A$ is defined separately:

```lean
/-- The error matrix with both diagonal entries `r` and a unit coupling from the second
error component into the first. -/
def errorMatrix (r : ℝ) : Matrix (Fin 2) (Fin 2) ℝ := !![r, 1; 0, r]
```

The link between the two is a theorem, valid in any finite dimension and for any `P` and `eps`:

```lean
/-- After `k` mixing steps the density error is the `k`-th power of `1 - P * eps`
applied to the initial error. -/
theorem iterate_error {n : Type*} [Fintype n] [DecidableEq n]
    (P eps : Matrix n n ℝ) (xs x : n → ℝ) (k : ℕ) :
    (mixStep P eps xs)^[k] x - xs = (1 - P * eps) ^ k *ᵥ (x - xs) := by
  induction k with
  | zero => simp
  | succ k ih =>
    rw [Function.iterate_succ_apply', pow_succ', ← Matrix.mulVec_mulVec, ← ih]
    simp only [mixStep, Matrix.sub_mulVec, Matrix.one_mulVec, Matrix.mulVec_mulVec]
    abel
```

The notation `(mixStep P eps xs)^[k] x` means that the step is applied $k$ times to `x`. The proof is by induction. `Function.iterate_succ_apply'` exposes the last mixing step, and `pow_succ'` splits off one factor of $1-P\varepsilon$ on the left. After the induction hypothesis has been used, what remains is the one-step identity that I obtained by subtracting $\rho^*$; `simp only` expands it and `abel` collects the terms.

**Q.** Then the powers of $A$ must be the induction you did above.

**A.** Yes, for the whole matrix at once.

```lean
/-- The `k`-th power of the error matrix has diagonal entries `r ^ k` and
coupling `k * r ^ (k - 1)`, which is zero for `k = 0`. -/
theorem errorMatrix_pow (r : ℝ) (k : ℕ) :
    errorMatrix r ^ k = !![r ^ k, (k : ℝ) * r ^ (k - 1); 0, r ^ k] := by
  induction k with
  | zero => ext i j; fin_cases i <;> fin_cases j <;> simp
  | succ k ih =>
    have h : (k : ℝ) * r ^ (k - 1) * r = k * r ^ k := by
      cases k with
      | zero => simp
      | succ m => rw [Nat.add_sub_cancel, pow_succ]; ring
    -- the new coupling collects one more factor `r ^ k`
    have e : r ^ k * 1 + (k : ℝ) * r ^ (k - 1) * r
        = ((k + 1 : ℕ) : ℝ) * r ^ (k + 1 - 1) := by
      rw [h, Nat.add_sub_cancel]; push_cast; ring
    rw [pow_succ, ih, errorMatrix, Matrix.mul_fin_two, e]
    simp only [mul_zero, add_zero, zero_mul, zero_add, pow_succ]
```

The off-diagonal entry of $A^kA$ is $r^k\cdot 1+kr^{k-1}\cdot r$. The auxiliary statement `e` identifies it with $(k+1)r^k$. The exponent `k - 1` is a subtraction of natural numbers, which gives $0$ at $k=0$; the prefactor `k` makes the entry zero there anyway. This is why `h` treats $k=0$ separately.

Applying the power to $(0,1)$ picks out the second column:

```lean
/-- If mixing has the error matrix `errorMatrix r` and starts from the error `(0, 1)`,
its error after `k` steps is `(k * r ^ (k - 1), r ^ k)`. -/
theorem error_formula {P eps : Matrix (Fin 2) (Fin 2) ℝ} {xs x : Fin 2 → ℝ} {r : ℝ}
    (h : 1 - P * eps = errorMatrix r) (hx : x - xs = ![0, 1]) (k : ℕ) :
    (mixStep P eps xs)^[k] x - xs = ![(k : ℝ) * r ^ (k - 1), r ^ k] := by
  rw [iterate_error, h, hx, errorMatrix_pow]
  ext i
  fin_cases i <;> simp [Matrix.mulVec, dotProduct, Fin.sum_univ_two]
```

The hypothesis `h` says that the mixing has the error matrix $A$, and `hx` says that the initial error is $(0,1)$. The proof rewrites with the two preceding theorems and evaluates the product component by component.

**Q.** The growth criterion is an "exactly when". Are both directions there?

**A.** Both are, for every natural number $k$.

```lean
/-- For `0 < r < 1`, the sequence `k * r ^ (k - 1)` increases from step `k` to step `k + 1`
exactly when `k < r / (1 - r)`. -/
theorem growth_iff {r : ℝ} (hr0 : 0 < r) (hr1 : r < 1) (k : ℕ) :
    (k : ℝ) * r ^ (k - 1) < ((k : ℝ) + 1) * r ^ k ↔ (k : ℝ) < r / (1 - r) := by
  rw [lt_div_iff₀ (by linarith)]
  cases k with
  | zero => simp [hr0]
  | succ m =>
    have hp : 0 < r ^ m := pow_pos hr0 m
    -- the increment is a positive power times the growth criterion
    have key : ((m : ℝ) + 1 + 1) * r ^ (m + 1) - ((m : ℝ) + 1) * r ^ m
        = r ^ m * (r - ((m : ℝ) + 1) * (1 - r)) := by ring
    simp only [Nat.cast_add, Nat.cast_one, Nat.add_sub_cancel]
    constructor
    · intro h
      have h1 : 0 < r ^ m * (r - ((m : ℝ) + 1) * (1 - r)) := by
        rw [← key]; exact sub_pos.2 h
      exact sub_pos.1 ((mul_pos_iff_of_pos_left hp).1 h1)
    · intro h
      have h1 := mul_pos hp (sub_pos.2 h)
      rw [← key] at h1
      exact sub_pos.1 h1
```

`lt_div_iff₀` clears the positive denominator $1-r$. For $k=m+1$, the equation `key` is the factorised increment from above, with $r^m$ in place of $r^{k-1}$. Each direction then passes the sign through the positive factor $r^m$.

**Q.** What about the smallest values of $r$? Does the growth disappear?

**A.** It never disappears entirely, because the first step takes component 0 from $0$ to $1$. For $r\le 1/2$ that is the only rise. At $r=0$ the errors are $(0,1)$, $(1,0)$, $(0,0)$: the component still rises once, but the criterion would read $0<0$. In the growth criterion, then, $0<r$ cannot be weakened to $0\le r$.

**Q.** Convergence is the part I would worry about, since your ratio argument has an "eventually" in it.

**A.** In Lean that work is done by a Mathlib lemma.

```lean
/-- Mixing with the error matrix `errorMatrix r`, `0 < r < 1`, converges to the
self-consistent density from every starting density. -/
theorem mixing_converges {P eps : Matrix (Fin 2) (Fin 2) ℝ} {r : ℝ}
    (hr0 : 0 < r) (hr1 : r < 1) (h : 1 - P * eps = errorMatrix r) (xs x : Fin 2 → ℝ) :
    Tendsto (fun k : ℕ => (mixStep P eps xs)^[k] x) atTop (𝓝 xs) := by
  have hp : Tendsto (fun k : ℕ => r ^ k) atTop (𝓝 0) :=
    tendsto_pow_atTop_nhds_zero_of_lt_one hr0.le hr1
  -- geometric decay beats the linear prefactor
  have hk : Tendsto (fun k : ℕ => (k : ℝ) * r ^ (k - 1)) atTop (𝓝 0) := by
    have t := (tendsto_self_mul_const_pow_of_lt_one hr0.le hr1).div_const r
    rw [zero_div] at t
    refine t.congr (fun k => ?_)
    cases k with
    | zero => simp
    | succ m =>
      rw [Nat.add_sub_cancel, pow_succ, ← mul_assoc, mul_div_cancel_right₀ _ hr0.ne']
  have e : ∀ k : ℕ, (mixStep P eps xs)^[k] x
      = xs + !![r ^ k, (k : ℝ) * r ^ (k - 1); 0, r ^ k] *ᵥ (x - xs) := by
    intro k
    rw [← errorMatrix_pow, ← h, ← iterate_error]
    abel
  simp only [e]
  rw [tendsto_pi_nhds]
  intro i
  fin_cases i
  · have t := ((hp.mul_const (x 0 - xs 0)).add (hk.mul_const (x 1 - xs 1))).const_add (xs 0)
    simpa [Matrix.mulVec, dotProduct, Fin.sum_univ_two] using t
  · have t := (hp.mul_const (x 1 - xs 1)).const_add (xs 1)
    simpa [Matrix.mulVec, dotProduct, Fin.sum_univ_two] using t
```

The lemma is `tendsto_self_mul_const_pow_of_lt_one`. It says that $k r^k\to0$ for $0\le r<1$, where `Tendsto … atTop (𝓝 0)` is the ordinary limit as $k\to\infty$. It takes the place of my ratio argument, including the choice of $q$. Its exponent is $k$, however, and ours is $k-1$. The proof therefore divides the limit by the constant $r$ with `div_const`, and `congr` then replaces the sequence $kr^k/r$ by the equal sequence $kr^{k-1}$, again with $k=0$ as a separate case.

The rest follows the formula for a general initial error. The statement `e` writes the density after $k$ steps as $\rho^*$ plus the explicit matrix power applied to the initial error. `tendsto_pi_nhds` reduces convergence of the vector to convergence of its components, and each component is a sum of sequences with known limits.

**Q.** So what is the final statement about my run?

**A.** It puts the two properties side by side for the same run.

```lean
/-- Let mixing have the error matrix `errorMatrix r`, `0 < r < 1`, and start from the error
`(0, 1)`. It converges to the self-consistent density, while its first error component
increases from step `k` to step `k + 1` exactly when `k < r / (1 - r)`. -/
theorem convergence_with_transient_growth {P eps : Matrix (Fin 2) (Fin 2) ℝ}
    {xs x : Fin 2 → ℝ} {r : ℝ} (hr0 : 0 < r) (hr1 : r < 1)
    (h : 1 - P * eps = errorMatrix r) (hx : x - xs = ![0, 1]) :
    Tendsto (fun k : ℕ => (mixStep P eps xs)^[k] x) atTop (𝓝 xs) ∧
    ∀ k : ℕ, ((mixStep P eps xs)^[k] x - xs) 0 < ((mixStep P eps xs)^[k + 1] x - xs) 0
      ↔ (k : ℝ) < r / (1 - r) := by
  refine ⟨mixing_converges hr0 hr1 h xs x, fun k => ?_⟩
  have g := growth_iff hr0 hr1 k
  rw [error_formula h hx k, error_formula h hx (k + 1)]
  simp only [Matrix.cons_val_zero, Nat.add_sub_cancel, Nat.cast_add, Nat.cast_one]
  exact g
```

Read in words: if $1-P\varepsilon=A$ with $0<r<1$ and the initial density differs from $\rho^*$ by $(0,1)$, then the mixed densities converge to $\rho^*$, and component 0 of the error increases from step $k$ to step $k+1$ exactly when $k<r/(1-r)$. The proof takes convergence from `mixing_converges`, rewrites both errors with `error_formula`, and applies `growth_iff`.

**Q.** Perhaps I was only too impatient. I could stop a run when the error exceeds a hundred times its initial size.

**A.** A fixed factor does not separate the two cases either, if $r$ is allowed to vary.

```lean
/-- For every bound `M` there are an `r` with `0 < r < 1` and a step `k` at which the error started
from `(0, 1)` and multiplied by `errorMatrix r` at each step has a first component above `M`. -/
theorem overshoot_unbounded (M : ℝ) :
    ∃ r : ℝ, 0 < r ∧ r < 1 ∧ ∃ k : ℕ, M < (errorMatrix r ^ k *ᵥ ![0, 1]) 0 := by
  obtain ⟨n, hn⟩ := exists_nat_gt (2 * M)
  have hn0 : (0 : ℝ) ≤ n := Nat.cast_nonneg n
  obtain ⟨s, hs0, hs⟩ : ∃ s : ℝ, 0 < s ∧ s * (2 * ((n : ℝ) + 1)) = 1 :=
    ⟨1 / (2 * ((n : ℝ) + 1)), by positivity, by field_simp⟩
  have hs1 : s ≤ 1 / 2 := by nlinarith [mul_nonneg hs0.le hn0]
  refine ⟨1 - s, by linarith, by linarith, n + 1, ?_⟩
  have v : (errorMatrix (1 - s) ^ (n + 1) *ᵥ ![0, 1]) 0 = ((n : ℝ) + 1) * (1 - s) ^ n := by
    rw [errorMatrix_pow]
    simp [Matrix.mulVec, dotProduct, Fin.sum_univ_two]
  -- Bernoulli's inequality bounds the accumulated damping
  have b := one_add_mul_le_pow (show (-2 : ℝ) ≤ -s by linarith) n
  rw [← sub_eq_add_neg] at b
  have c := mul_le_mul_of_nonneg_left b (show (0 : ℝ) ≤ (n : ℝ) + 1 by linarith)
  have d : ((n : ℝ) + 1) * (1 + (n : ℝ) * -s) = n / 2 + 1 := by
    linear_combination (-(n : ℝ) / 2) * hs
  rw [v]
  linarith
```

Given a bound $M$, choose a natural number $n>2M$ and set $s=1/(2(n+1))$, $r=1-s$ and $k=n+1$. Bernoulli's inequality gives $(1-s)^n\ge 1-ns$, hence
$$k r^{k-1}=(n+1)(1-s)^n\ge (n+1)(1-ns)=\frac n2+1>M.$$
In the code `b` is Bernoulli's inequality, `c` multiplies it by $n+1$, and `d` evaluates the lower bound. The order of the choices matters: $r$ depends on $M$. For one fixed $r<1$ the error stays bounded, since it converges.

**Q.** One objection is left. You assume $1-P\varepsilon=A$. Perhaps no sensible residual matrix and preconditioner produce it.

**A.** Here is a pair that does. Its $\varepsilon$ is symmetric and positive definite; its $P$ is constructed to give $A$ and is not taken from practice.

```lean
/-- The symmetric residual matrix `diag(1, 2)` with the preconditioner shown
has the error matrix `errorMatrix r`. -/
theorem errorMatrix_witness (r : ℝ) :
    1 - !![1 - r, -1 / 2; 0, (1 - r) / 2] * !![1, 0; 0, 2] = errorMatrix r := by
  ext i j
  fin_cases i <;> fin_cases j <;>
    simp [errorMatrix]

end

end TransientMixingGrowth
```

```lean
#print axioms TransientMixingGrowth.convergence_with_transient_growth
-- 'TransientMixingGrowth.convergence_with_transient_growth' depends on axioms: [propext, Classical.choice, Quot.sound]
#print axioms TransientMixingGrowth.overshoot_unbounded
-- 'TransientMixingGrowth.overshoot_unbounded' depends on axioms: [propext, Classical.choice, Quot.sound]
```

The product is
$$P\varepsilon=\begin{pmatrix}1-r&-\tfrac12\\0&\tfrac{1-r}2\end{pmatrix}\begin{pmatrix}1&0\\0&2\end{pmatrix}=\begin{pmatrix}1-r&-1\\0&1-r\end{pmatrix},$$
and subtracting it from the identity gives $A$. Lean compares the four entries.

The preconditioner is not symmetric, and for this $\varepsilon$ it could not be. If $P$ were symmetric, $P\varepsilon$ would be similar to the symmetric matrix $\varepsilon^{1/2}P\varepsilon^{1/2}$ and hence diagonalisable, while $A$ is not. In particular, plain mixing with $P$ a multiple of the identity does not give this error matrix with this $\varepsilon$.

**Q.** In production I do not know $\rho^*$. I see only the residual.

**A.** With $\varepsilon=\mathrm{diag}(1,2)$ the residual is $(-e_0,-2e_1)$, so its component 0 has the same magnitude as $e_0$ and rises in the same steps. If you monitor a norm instead, the growth is weaker: for $r=0.9$ and the initial error $(0,1)$, the Euclidean norm of the residual also rises nine steps in a row, but only from $2$ to about $3.95$, a factor of almost two. Both statements follow from the error formula; I add them by hand, without a Lean proof.

**Q.** Then how far may I carry this over to a real calculation?

**A.** As a counter-example it carries over well: for linear mixing with a fixed preconditioner, in this linearised two-component model, several steps of rising error are compatible with convergence, so a rise alone is no proof of divergence. As a forecast it does not carry over. The true SCF map is nonlinear, and a large transient may take the density out of the region where the linearisation is good. The threshold $r/(1-r)$ belongs to this matrix, with two equal damping factors, and to this initial error. Methods that build each step from the iteration history, such as Anderson or Pulay mixing, do not have the form of `mixStep` with a constant `P`. For your run, the theorem says only that nine rises in a row leave the question of convergence open.
